# The lowest power of H connecting two sites fixes the degree of the Green function numerator

Let $H$ be an $N\times N$ matrix over a field, and suppose that some power of $H$, counting $H^0=\mathbf 1$, has a nonzero $(i,j)$ entry. Let $d\ge 0$ be the lowest such power. Then the $(i,j)$ entry of $\operatorname{adj}(x-H)$ is a polynomial of degree exactly $N-1-d$ with leading coefficient $(H^d)_{ij}$. Consequently, the Green function entry $G_{ij}(E)=[(E-H)^{-1}]_{ij}$ vanishes at no more than $N-1-d$ energies outside the spectrum of $H$.

In coherent transport of non-interacting electrons through a molecule contacted at sites $i$ and $j$, such energies mark destructive interference. The bound limits how many of them a finite tight-binding model can have.

## From the adjugate to the count of zeros

Write
$$\operatorname{adj}(x-H)=\sum_k B_k x^k,\qquad \det(x-H)=\sum_k c_k x^k,$$
with $c_N=1$ and $c_m=0$ for $m>N$. In $(x-H)\operatorname{adj}(x-H)=\det(x-H)\,\mathbf 1$, the coefficient of $x^{k+1}$ gives
$$B_k=HB_{k+1}+c_{k+1}\mathbf 1 .$$
After $M$ iterations,
$$B_k=\sum_{l=0}^{M-1}c_{k+1+l}H^l+H^M B_{k+M}.$$
For large $M$ the remainder vanishes, and terms with $l\ge N$ have $c_{k+1+l}=0$. Hence
$$(B_k)_{ij}=\sum_{l=0}^{N-1}c_{k+1+l}(H^l)_{ij}.$$

Next, $d<N$. If instead $d=N+e$ with $e\ge 0$, Cayley–Hamilton multiplied by $H^e$ gives $H^d=-\sum_{l<N}c_lH^{l+e}$. Every power on the right is below $d$, so $(H^d)_{ij}=0$, a contradiction.

In the formula for $(B_k)_{ij}$, terms with $l<d$ vanish. If $k>N-1-d$, the others have $k+1+l>N$ and vanish too. If $k=N-1-d$, only $l=d$ survives and contributes $c_N(H^d)_{ij}=(H^d)_{ij}$. This fixes the degree and the leading coefficient.

Finally, where $\det(E-H)\neq0$,
$$\det(E-H)\,G_{ij}(E)=[\operatorname{adj}(E-H)]_{ij}.$$
Each zero of $G_{ij}$ is therefore a root of a nonzero polynomial of degree $N-1-d$.

## A three-site chain with one zero

Take
$$H=\begin{pmatrix}1&1&0\\1&0&1\\0&1&0\end{pmatrix}$$
and number the sites $0,1,2$. Between sites $0$ and $1$ we have $d=1$, so the predicted degree is $3-1-1=1$. The cofactor is
$$[\operatorname{adj}(x-H)]_{01}=-\det\begin{pmatrix}-1&0\\-1&x\end{pmatrix}=x,$$
with leading coefficient $H_{01}=1$. Since $\det(x-H)=x^3-x^2-2x+1$ equals $1$ at $x=0$, the root is a genuine zero of $G_{01}$.

The same matrix shows that $(H^d)_{ij}\neq0$ alone is not enough. We have $(H^2)_{01}=1$, but using $d=2$ would predict degree $0$ and no zeros.

## Numerator, Green function and coefficient matrices

The finite type `n` labels the sites, $N$ is `Fintype.card n`, and `K` is the field, for instance the real or complex numbers. $H$ need not be Hermitian.

```lean
import Mathlib

open Polynomial Matrix

namespace TransmissionZeros

noncomputable section

variable {n K : Type*} [Fintype n] [DecidableEq n] [Field K]
```

The numerator is an entry of the adjugate of a matrix of polynomials, with `X` as the energy variable.

```lean
/-- The numerator polynomial of the Green function between sites `i` and `j`:
the `(i, j)` entry of the adjugate of `x - H`. -/
def numerator (H : Matrix n n K) (i j : n) : K[X] :=
  ((X : K[X]) • (1 : Matrix n n K[X]) - H.map C).adjugate i j
```

The Green function is that of the isolated molecule, without lead self-energies.

```lean
/-- The Green function `(E - H)⁻¹`, meaningful for energies `E` with `det (E - H) ≠ 0`. -/
def green (H : Matrix n n K) (E : K) : Matrix n n K :=
  (E • (1 : Matrix n n K) - H)⁻¹
```

Lean's inverse of a singular matrix is zero, so the theorems about zeros require a nonzero determinant. The matrix $B_k$ is `numeratorCoeff H k`.

```lean
/-- The matrix that multiplies `x ^ k` in the adjugate of `x - H`. -/
def numeratorCoeff (H : Matrix n n K) (k : ℕ) : Matrix n n K :=
  Matrix.of fun i j => (numerator H i j).coeff k
```

## The recursion and its solution

The next theorem is the recursion for $B_k$. Its proof identifies the determinant with `H.charpoly`, takes the $(i,j)$ entry of the adjugate identity as `e`, and compares coefficients at `k + 1`.

```lean
/-- Neighbouring coefficient matrices of the adjugate are linked by one application of `H`
and one coefficient of the characteristic polynomial. -/
theorem numeratorCoeff_step (H : Matrix n n K) (k : ℕ) :
    numeratorCoeff H k =
      H * numeratorCoeff H (k + 1) + H.charpoly.coeff (k + 1) • (1 : Matrix n n K) := by
  have hdet : ((X : K[X]) • (1 : Matrix n n K[X]) - H.map C).det = H.charpoly := by
    unfold Matrix.charpoly
    congr 1
    refine Matrix.ext fun a b => ?_
    by_cases h : a = b <;> simp [h]
  refine Matrix.ext fun i j => ?_
  -- the (i, j) entry of (x - H) adj(x - H) = det(x - H)
  have e : X * numerator H i j - ∑ m, C (H i m) * numerator H m j
      = H.charpoly * (1 : Matrix n n K[X]) i j := by
    have key := Matrix.mul_adjugate ((X : K[X]) • (1 : Matrix n n K[X]) - H.map C)
    rw [hdet] at key
    unfold numerator
    generalize ((X : K[X]) • (1 : Matrix n n K[X]) - H.map C).adjugate = A at key ⊢
    rw [sub_mul, Matrix.smul_mul, one_mul] at key
    have h := congrFun (congrFun key i) j
    simpa only [Matrix.sub_apply, Matrix.smul_apply, Matrix.mul_apply, Matrix.map_apply,
      smul_eq_mul] using h
  have h1 : (H.charpoly * (1 : Matrix n n K[X]) i j).coeff (k + 1)
      = H.charpoly.coeff (k + 1) * (1 : Matrix n n K) i j := by
    by_cases hij : i = j <;> simp [Matrix.one_apply, hij]
  have h := congrArg (fun p : K[X] => p.coeff (k + 1)) e
  simp only [h1, coeff_sub, coeff_X_mul, finsetSum_coeff, coeff_C_mul] at h
  simp only [numeratorCoeff, Matrix.add_apply, Matrix.mul_apply, Matrix.smul_apply,
    Matrix.of_apply, smul_eq_mul]
  linear_combination h
```

In the solution of the recursion, `iter` is the $M$-fold iteration, proved by induction. A common degree bound `D` for all entries makes the remainder vanish, and `Finset.sum_subset` removes the terms with $l\ge N$.

```lean
/-- Each coefficient matrix of the adjugate is a combination of powers of `H`, weighted by
coefficients of the characteristic polynomial. -/
theorem numeratorCoeff_eq (H : Matrix n n K) (k : ℕ) :
    numeratorCoeff H k =
      ∑ l ∈ Finset.range (Fintype.card n), H.charpoly.coeff (k + 1 + l) • H ^ l := by
  -- iterate the recursion M times
  have iter : ∀ M : ℕ, numeratorCoeff H k =
      ∑ l ∈ Finset.range M, H.charpoly.coeff (k + 1 + l) • H ^ l
        + H ^ M * numeratorCoeff H (k + M) := by
    intro M
    induction M with
    | zero => simp
    | succ M ih =>
      have e : k + 1 + M = k + M + 1 := by omega
      rw [ih, numeratorCoeff_step H (k + M), Finset.sum_range_succ, pow_succ, e,
        ← add_assoc k M 1, mul_add, Matrix.mul_smul, mul_one, mul_assoc]
      abel
  -- far enough out, the remainder vanishes
  have hbound : ∀ f : n → n → ℕ, ∃ D, ∀ a b, f a b ≤ D := by
    intro f
    obtain ⟨D, hD⟩ := (Set.finite_range fun p : n × n => f p.1 p.2).bddAbove
    exact ⟨D, fun a b => hD ⟨(a, b), rfl⟩⟩
  obtain ⟨D, hD⟩ : ∃ D, ∀ a b, (numerator H a b).natDegree ≤ D :=
    hbound fun a b => (numerator H a b).natDegree
  have hz : numeratorCoeff H (k + (Fintype.card n + D + 1)) = 0 := by
    refine Matrix.ext fun a b => ?_
    have hab := hD a b
    show (numerator H a b).coeff (k + (Fintype.card n + D + 1)) = 0
    exact coeff_eq_zero_of_natDegree_lt (by omega)
  rw [iter (Fintype.card n + D + 1), hz, mul_zero, add_zero]
  symm
  apply Finset.sum_subset
  · intro l hl
    rw [Finset.mem_range] at hl ⊢
    omega
  · intro l _ hl
    rw [Finset.mem_range] at hl
    have h0 : H.charpoly.coeff (k + 1 + l) = 0 :=
      coeff_eq_zero_of_natDegree_lt (by rw [Matrix.charpoly_natDegree_eq_dim]; omega)
    rw [h0, zero_smul]
```

## Exact degree and leading coefficient

The hypotheses `hlt` and `hd` say that $d$ is the lowest connecting power. Despite the name `path_length_lt`, $d$ can exceed the graph distance for a general $H$, because contributions of different paths may cancel. The proof is the Cayley–Hamilton argument above.

```lean
/-- If `d` is the lowest power of `H` that connects `i` to `j`, then `d` is smaller than
the number of sites. -/
theorem path_length_lt (H : Matrix n n K) {i j : n} {d : ℕ}
    (hlt : ∀ l < d, (H ^ l) i j = 0) (hd : (H ^ d) i j ≠ 0) : d < Fintype.card n := by
  by_contra hge
  obtain ⟨e, rfl⟩ := Nat.exists_eq_add_of_le (not_lt.mp hge)
  have hc := (Matrix.charpoly_monic H).coeff_natDegree
  -- Cayley-Hamilton, multiplied by H ^ e
  have h := Matrix.aeval_self_charpoly H
  rw [aeval_eq_sum_range, Finset.sum_range_succ, hc, one_smul,
    Matrix.charpoly_natDegree_eq_dim] at h
  have h' : ∑ l ∈ Finset.range (Fintype.card n), H.charpoly.coeff l • H ^ l
      + H ^ Fintype.card n = 0 := h
  have h1 : ∑ l ∈ Finset.range (Fintype.card n), H.charpoly.coeff l • H ^ (l + e)
      + H ^ (Fintype.card n + e) = 0 := by
    have h2 : (∑ l ∈ Finset.range (Fintype.card n), H.charpoly.coeff l • H ^ l
        + H ^ Fintype.card n) * H ^ e = 0 := by rw [h', zero_mul]
    rw [add_mul, Finset.sum_mul, ← pow_add] at h2
    refine Eq.trans ?_ h2
    congr 1
    refine Finset.sum_congr rfl fun l _ => ?_
    rw [Matrix.smul_mul, ← pow_add]
  -- all lower powers have a vanishing (i, j) entry
  have h3 : (∑ l ∈ Finset.range (Fintype.card n),
      H.charpoly.coeff l • H ^ (l + e)) i j = 0 := by
    rw [Matrix.sum_apply]
    refine Finset.sum_eq_zero fun l hl => ?_
    have hl' := Finset.mem_range.mp hl
    rw [Matrix.smul_apply, hlt (l + e) (by omega), smul_zero]
  have h4 := congrFun (congrFun h1 i) j
  rw [Matrix.add_apply, h3, zero_add] at h4
  exact hd h4
```

The degree is stated as $D+d+1=N$, which avoids subtraction of natural numbers. In the proof, `htop` isolates the term $l=d$, and `hdeg` combines the vanishing of all higher coefficients with the nonzero one at `k`.

```lean
/-- If `d` is the lowest power of `H` with a nonzero `(i, j)` entry, the numerator of the
Green function has degree exactly `N - 1 - d` and leading coefficient `(H ^ d) i j`. -/
theorem numerator_degree (H : Matrix n n K) {i j : n} {d : ℕ}
    (hlt : ∀ l < d, (H ^ l) i j = 0) (hd : (H ^ d) i j ≠ 0) :
    (numerator H i j).natDegree + d + 1 = Fintype.card n ∧
      (numerator H i j).leadingCoeff = (H ^ d) i j := by
  have hdN := path_length_lt H hlt hd
  obtain ⟨k, hk⟩ : ∃ k, k + d + 1 = Fintype.card n := ⟨Fintype.card n - d - 1, by omega⟩
  have hco : ∀ m, (numerator H i j).coeff m = ∑ l ∈ Finset.range (Fintype.card n),
      H.charpoly.coeff (m + 1 + l) * (H ^ l) i j := by
    intro m
    have h := congrFun (congrFun (numeratorCoeff_eq H m) i) j
    simpa only [numeratorCoeff, Matrix.of_apply, Matrix.sum_apply, Matrix.smul_apply,
      smul_eq_mul] using h
  have hbig : ∀ m, Fintype.card n < m → H.charpoly.coeff m = 0 := fun m hm =>
    coeff_eq_zero_of_natDegree_lt (by rwa [Matrix.charpoly_natDegree_eq_dim])
  have hone : H.charpoly.coeff (Fintype.card n) = 1 := by
    have h := (Matrix.charpoly_monic H).coeff_natDegree
    rwa [Matrix.charpoly_natDegree_eq_dim] at h
  -- only the term l = d contributes to the coefficient of x ^ k
  have htop : (numerator H i j).coeff k = (H ^ d) i j := by
    rw [hco, Finset.sum_eq_single d]
    · rw [show k + 1 + d = Fintype.card n by omega, hone, one_mul]
    · intro l _ hl
      rcases lt_or_gt_of_ne hl with h | h
      · rw [hlt l h, mul_zero]
      · rw [hbig _ (by omega), zero_mul]
    · intro h
      exact absurd (Finset.mem_range.mpr hdN) h
  have hdeg : (numerator H i j).natDegree = k := by
    apply le_antisymm
    · rw [natDegree_le_iff_coeff_eq_zero]
      intro m hm
      rw [hco]
      refine Finset.sum_eq_zero fun l _ => ?_
      rcases lt_or_ge l d with h | h
      · rw [hlt l h, mul_zero]
      · rw [hbig _ (by omega), zero_mul]
    · exact le_natDegree_of_ne_zero (by rw [htop]; exact hd)
  exact ⟨by omega, by rw [leadingCoeff, hdeg, htop]⟩
```

## Zeros away from the spectrum

Evaluating the polynomial adjugate at $E$ gives the adjugate of $E-H$, which `hinv` rewrites as determinant times inverse.

```lean
/-- At an energy with `det (E - H) ≠ 0`, the Green function times this determinant is the
value of the numerator polynomial. -/
theorem det_mul_green (H : Matrix n n K) (i j : n) {E : K}
    (hE : (E • (1 : Matrix n n K) - H).det ≠ 0) :
    (E • (1 : Matrix n n K) - H).det * green H E i j = (numerator H i j).eval E := by
  have hmap : (evalRingHom E).mapMatrix ((X : K[X]) • (1 : Matrix n n K[X]) - H.map C)
      = E • (1 : Matrix n n K) - H := by
    refine Matrix.ext fun a b => ?_
    by_cases h : a = b <;> simp [h]
  have hadj := (evalRingHom E).map_adjugate ((X : K[X]) • (1 : Matrix n n K[X]) - H.map C)
  rw [hmap] at hadj
  have hinv : (E • (1 : Matrix n n K) - H).adjugate
      = (E • (1 : Matrix n n K) - H).det • green H E := by
    unfold green
    generalize E • (1 : Matrix n n K) - H = A at hE ⊢
    calc A.adjugate = A⁻¹ * (A * A.adjugate) := by
          rw [← mul_assoc, Matrix.nonsing_inv_mul A (isUnit_iff_ne_zero.mpr hE), one_mul]
      _ = A.det • A⁻¹ := by rw [Matrix.mul_adjugate, Matrix.mul_smul, mul_one]
  exact (congrFun (congrFun (hadj.trans hinv) i) j).symm
```

The set `s` is any finite set of distinct energies at which the determinant is nonzero and $G_{ij}$ vanishes. Its size is bounded by the number of roots of the numerator. The bound need not be reached: roots may coincide, lie outside `K`, or fall on eigenvalues of $H$.

```lean
/-- If `d` is the lowest power of `H` with a nonzero `(i, j)` entry, at most `N - 1 - d`
energies with `det (E - H) ≠ 0` are zeros of the Green function between `i` and `j`. -/
theorem card_zeros_le (H : Matrix n n K) {i j : n} {d : ℕ}
    (hlt : ∀ l < d, (H ^ l) i j = 0) (hd : (H ^ d) i j ≠ 0) (s : Finset K)
    (hs : ∀ E ∈ s, (E • (1 : Matrix n n K) - H).det ≠ 0 ∧ green H E i j = 0) :
    s.card + d + 1 ≤ Fintype.card n := by
  obtain ⟨hdeg, hlead⟩ := numerator_degree H hlt hd
  have hne : numerator H i j ≠ 0 := by
    rw [← leadingCoeff_ne_zero, hlead]
    exact hd
  have hcard : s.card ≤ (numerator H i j).natDegree := by
    apply card_le_degree_of_subset_roots
    intro E hE
    obtain ⟨h1, h2⟩ := hs E hE
    rw [mem_roots hne, IsRoot.def, ← det_mul_green H i j h1, h2, mul_zero]
  omega
```

Passing to a measured transmission requires leads. If each lead couples to a single site, $i$ or $j$, its self-energy changes only the diagonal entry there, which the cofactor deletes, so the numerator stays the same; this argument is an addition to the theorems here.

## Hückel molecules and graph distance

For $H=tA$, with $A$ the adjacency matrix, $t$ is the resonance integral usually written $\beta$, and energies are measured from the common on-site energy. The entry $(H^l)_{ij}$ is $t^l$ times the number of walks of length $l$ from $i$ to $j$. It vanishes below the graph distance and is nonzero at it, since $t\neq0$ and characteristic zero keeps a positive count nonzero. `Reachable` says that some walk joins the two sites.

```lean
/-- Over a field of characteristic zero, for a Hückel Hamiltonian with equal nonzero hopping `t` on
a graph and zero on-site energy, the numerator between two connected sites has degree
`N - 1 - dist i j`, which also bounds the number of Green function zeros at energies with
`det (E - H) ≠ 0`. -/
theorem huckel_zeros [CharZero K] (G : SimpleGraph n) [DecidableRel G.Adj] {t : K}
    (ht : t ≠ 0) {i j : n} (hij : G.Reachable i j) :
    (numerator (t • G.adjMatrix K) i j).natDegree + G.dist i j + 1 = Fintype.card n ∧
      ∀ s : Finset K, (∀ E ∈ s, (E • (1 : Matrix n n K) - t • G.adjMatrix K).det ≠ 0 ∧
        green (t • G.adjMatrix K) E i j = 0) → s.card + G.dist i j + 1 ≤ Fintype.card n := by
  -- powers of the adjacency matrix count walks
  have hlt : ∀ l < G.dist i j, ((t • G.adjMatrix K) ^ l) i j = 0 := by
    intro l hl
    have hempty : IsEmpty {p : G.Walk i j | p.length = l} := ⟨fun p => by
      have h1 := SimpleGraph.dist_le p.1
      have h2 : p.1.length = l := p.2
      omega⟩
    have h0 : (G.adjMatrix K ^ l) i j = 0 := by
      rw [SimpleGraph.adjMatrix_pow_apply_eq_card_walk]
      exact Nat.cast_eq_zero.mpr (Fintype.card_eq_zero_iff.mpr hempty)
    rw [_root_.smul_pow, Matrix.smul_apply, h0, smul_zero]
  have hd : ((t • G.adjMatrix K) ^ G.dist i j) i j ≠ 0 := by
    obtain ⟨p, hp⟩ := hij.exists_walk_length_eq_dist
    have hne : Nonempty {p : G.Walk i j | p.length = G.dist i j} := ⟨⟨p, hp⟩⟩
    have h0 : (G.adjMatrix K ^ G.dist i j) i j ≠ 0 := by
      rw [SimpleGraph.adjMatrix_pow_apply_eq_card_walk]
      exact Nat.cast_ne_zero.mpr (Fintype.card_pos_iff.mpr hne).ne'
    rw [_root_.smul_pow, Matrix.smul_apply, smul_eq_mul]
    exact mul_ne_zero (pow_ne_zero _ ht) h0
  exact ⟨(numerator_degree _ hlt hd).1, fun s hs => card_zeros_le _ hlt hd s hs⟩
```

## The chain attains the bound

The matrix worked out above is called `stub`, since site $2$ hangs off the contacted pair.

```lean
/-- A three-site chain with on-site energies `1, 0, 0` and unit hopping. -/
def stub : Matrix (Fin 3) (Fin 3) ℚ := !![1, 1, 0; 1, 0, 1; 0, 1, 0]
```

The theorem confirms $d=1$ and the zero at $E=0$ off the spectrum. The proof supplies the inverse of $-H$ explicitly and checks it by multiplication. With `s` consisting of $E=0$ alone, `card_zeros_le` reads $1+1+1\le3$, an equality.

```lean
/-- In the three-site chain `stub`, sites `0` and `1` are first connected by the first power
of `H`, and the Green function between them vanishes at `E = 0`, where `det (E - H) ≠ 0`. -/
theorem stub_attains_bound :
    (stub ^ 0) 0 1 = 0 ∧ (stub ^ 1) 0 1 ≠ 0 ∧
      ((0 : ℚ) • (1 : Matrix (Fin 3) (Fin 3) ℚ) - stub).det ≠ 0 ∧ green stub 0 0 1 = 0 := by
  have hg : green stub 0 = !![-1, 0, 1; 0, 0, -1; 1, -1, -1] := by
    unfold green
    apply Matrix.inv_eq_right_inv
    rw [zero_smul, zero_sub]
    ext i j
    fin_cases i <;> fin_cases j <;> simp [stub, Matrix.mul_apply, Fin.sum_univ_succ]
  refine ⟨by simp, by simp [stub], ?_, by simp [hg]⟩
  rw [zero_smul, zero_sub, Matrix.det_fin_three]
  simp [stub]

end

end TransmissionZeros
```

```lean
#print axioms TransmissionZeros.numerator_degree
-- 'TransmissionZeros.numerator_degree' depends on axioms: [propext, Classical.choice, Quot.sound]
#print axioms TransmissionZeros.huckel_zeros
-- 'TransmissionZeros.huckel_zeros' depends on axioms: [propext, Classical.choice, Quot.sound]
#print axioms TransmissionZeros.stub_attains_bound
-- 'TransmissionZeros.stub_attains_bound' depends on axioms: [propext, Classical.choice, Quot.sound]
```
